# Any nonzero stable bilinear coupling lowers the free energy of two quantum harmonic oscillators

Two quantum harmonic oscillators are coupled by a term \(cxy\) in their potential energy, and the question is whether this raises or lowers their Helmholtz free energy at a given temperature. The answer depends on the energy levels, which are defined here from the normal modes of the potential and not derived as eigenvalues of a Hamiltonian operator.

In mass-weighted coordinates \(x,y\), with uncoupled frequencies \(a,b\), the potential is

\[
V(x,y)=\tfrac12(a^2x^2+b^2y^2)+cxy .
\]

The constant \(c\) has the dimension of a squared frequency. Write

\[
M=\frac{a^2+b^2}{2},\qquad \Delta=\frac{a^2-b^2}{2},\qquad S=\sqrt{\Delta^2+c^2},\qquad \Omega_\pm=\sqrt{M\pm S}.
\]

```lean
import Mathlib

open Real

namespace CoupledQuantumOscillators

noncomputable section

/-- Half the difference of the two squared normal-mode frequencies, for the potential
`(a² x² + b² y²)/2 + c x y` in mass-weighted coordinates. -/
def splitting (a b c : ℝ) : ℝ := √(((a ^ 2 - b ^ 2) / 2) ^ 2 + c ^ 2)

/-- The higher normal-mode frequency. -/
def highMode (a b c : ℝ) : ℝ := √((a ^ 2 + b ^ 2) / 2 + splitting a b c)

/-- The lower normal-mode frequency, meant for stable coupling `|c| < a b` with `a, b > 0`. -/
def lowMode (a b c : ℝ) : ℝ := √((a ^ 2 + b ^ 2) / 2 - splitting a b c)
```

`splitting` is \(S\), half the gap between the squared mode frequencies, not a difference of frequencies. `highMode` and `lowMode` are \(\Omega_+\) and \(\Omega_-\). With \(\hbar=k_B=1\) and \(\beta=1/T\), the levels, the partition function \(Z\) and the free energy \(F\) are

\[
E_{n_1n_2}=\Omega_+(n_1+\tfrac12)+\Omega_-(n_2+\tfrac12),\qquad Z=\sum_{n_1,n_2\ge0}e^{-\beta E_{n_1n_2}},\qquad F=-\frac{\log Z}{\beta}.
\]

```lean
/-- The energy with `n.1` quanta in the higher mode and `n.2` in the lower one (`ħ = 1`). -/
def level (a b c : ℝ) (n : ℕ × ℕ) : ℝ :=
  highMode a b c * (n.1 + 1 / 2) + lowMode a b c * (n.2 + 1 / 2)

/-- The canonical partition function: the sum of Boltzmann factors over all levels. -/
def partitionFunction (β a b c : ℝ) : ℝ := ∑' n : ℕ × ℕ, exp (-β * level a b c n)

/-- The Helmholtz free energy `-log Z / β` at inverse temperature `β > 0`. -/
def freeEnergy (β a b c : ℝ) : ℝ := -log (partitionFunction β a b c) / β
```

The pair `n : ℕ × ℕ` holds the two quantum numbers. The step from this model to the quantum system is the textbook spectrum of a harmonic oscillator, applied to each mode. It applies because a rotation leaves the kinetic energy \((p_x^2+p_y^2)/2\) unchanged.

## Stable coupling: \(a,b>0\) and \(|c|<ab\)

These conditions say that the potential has a strict minimum at the origin, so both modes are bound. They enter through

\[
S<M\iff \Delta^2+c^2<M^2\iff c^2<M^2-\Delta^2=a^2b^2,
\]

which makes \(\Omega_-^2=M-S\) positive.

```lean
/-- For stable coupling, half the difference of the squared normal-mode frequencies is smaller than
the mean squared frequency. -/
theorem splitting_lt {a b c : ℝ} (ha : 0 < a) (hb : 0 < b) (hc : |c| < a * b) :
    splitting a b c < (a ^ 2 + b ^ 2) / 2 := by
  have h : c ^ 2 < (a * b) ^ 2 := sq_lt_sq.2 (by rwa [abs_of_pos (mul_pos ha hb)])
  rw [splitting, Real.sqrt_lt' (by positivity)]
  nlinarith
```

The proof of `splitting_lt` squares the hypothesis on \(c\), removes the square root and leaves the algebra to `nlinarith`.

To find the modes, choose an angle \(\theta\) with \(\Delta=S\cos2\theta\) and \(c=S\sin2\theta\), and set

\[
u=x\cos\theta+y\sin\theta,\qquad v=-x\sin\theta+y\cos\theta .
\]

Then \(u^2+v^2=x^2+y^2\) and \(u^2-v^2=(x^2-y^2)\cos2\theta+2xy\sin2\theta\), so

\[
V=\tfrac M2(x^2+y^2)+\tfrac\Delta2(x^2-y^2)+cxy
=\tfrac M2(u^2+v^2)+\tfrac S2(u^2-v^2)
=\tfrac12\Omega_+^2u^2+\tfrac12\Omega_-^2v^2 .
\]

```lean
/-- For stable coupling, a rotation of the coordinates turns the coupled potential into that of
two independent oscillators with the normal-mode frequencies. -/
theorem normal_modes {a b c : ℝ} (ha : 0 < a) (hb : 0 < b) (hc : |c| < a * b) :
    ∃ θ : ℝ, ∀ x y : ℝ, (a ^ 2 * x ^ 2 + b ^ 2 * y ^ 2) / 2 + c * x * y =
      highMode a b c ^ 2 * (cos θ * x + sin θ * y) ^ 2 / 2 +
      lowMode a b c ^ 2 * (-sin θ * x + cos θ * y) ^ 2 / 2 := by
  have hs := splitting_lt ha hb hc
  have h0 : 0 ≤ splitting a b c := Real.sqrt_nonneg _
  -- the rotation angle is half the polar angle of ((a² - b²)/2, c)
  obtain ⟨z, hre, him⟩ : ∃ z : ℂ, z.re = (a ^ 2 - b ^ 2) / 2 ∧ z.im = c :=
    ⟨⟨_, c⟩, rfl, rfl⟩
  have hn : ‖z‖ = splitting a b c := by
    rw [splitting, ← Real.sqrt_sq (norm_nonneg z), Complex.sq_norm, Complex.normSq_apply,
      hre, him]
    congr 1
    ring
  have h1 := Complex.norm_mul_cos_arg z
  have h2 := Complex.norm_mul_sin_arg z
  have hz : Complex.arg z = 2 * (Complex.arg z / 2) := by ring
  rw [hn, hre, hz, Real.cos_two_mul] at h1
  rw [hn, him, hz, Real.sin_two_mul] at h2
  refine ⟨Complex.arg z / 2, fun x y => ?_⟩
  have h3 := Real.sin_sq_add_cos_sq (Complex.arg z / 2)
  rw [highMode, lowMode, Real.sq_sqrt (by positivity), Real.sq_sqrt (by linarith)]
  linear_combination (-((a ^ 2 + b ^ 2) / 2) * (x ^ 2 + y ^ 2)
    + splitting a b c * (x ^ 2 - y ^ 2)) / 2 * h3 - (x ^ 2 - y ^ 2) / 2 * h1 - x * y * h2
```

`normal_modes` states that one angle achieves this for all \(x,y\). The proof takes \(2\theta\) to be the argument of the complex number \(\Delta+ic\), applies the double-angle formulas, and combines the resulting identities with `linear_combination`. Stability is used where \(\Omega_-^2\) is replaced by \(M-S\).

At \(|c|=ab\) the lower mode has zero frequency and the Boltzmann sum diverges; for larger \(|c|\) the potential is unbounded below. Lean gives a divergent sum the value 0, so `freeEnergy` has no physical meaning there. The positivity of \(a\) and \(b\) only fixes a convention once \(|c|<ab\) holds: the remaining possibility, both negative, describes the same potential.

## Positive temperature: \(\beta>0\)

A positive, finite \(\beta\) makes the Boltzmann factors decay with the quantum numbers. For one oscillator with \(x=\beta\Omega>0\), where \(\Omega\) is its frequency and \(x\) no longer a coordinate, the geometric series gives

\[
\sum_{n\ge0}e^{-x(n+1/2)}=\frac{e^{-x/2}}{1-e^{-x}}=\frac1{e^{x/2}-e^{-x/2}}=\frac1{2\sinh(x/2)} .
\]

```lean
/-- The Boltzmann sum of one oscillator, where `x > 0` is its quantum divided by the
thermal energy. -/
theorem hasSum_oscillator {x : ℝ} (hx : 0 < x) :
    HasSum (fun n : ℕ => exp (-(x * (n + 1 / 2)))) (1 / (2 * sinh (x / 2))) := by
  have hr : exp (-x) < 1 := Real.exp_lt_one_iff.2 (by linarith)
  have h := (hasSum_geometric_of_lt_one (exp_pos (-x)).le hr).mul_left (exp (-(x / 2)))
  have hf : (fun n : ℕ => exp (-(x * (n + 1 / 2)))) =
      fun n : ℕ => exp (-(x / 2)) * exp (-x) ^ n := by
    funext n
    rw [← Real.exp_nat_mul, ← Real.exp_add]
    congr 1
    ring
  have hv : 1 / (2 * sinh (x / 2)) = exp (-(x / 2)) * (1 - exp (-x))⁻¹ := by
    have hs : 0 < sinh (x / 2) := Real.sinh_pos_iff.2 (by linarith)
    have e1 : exp (x / 2) * exp (-(x / 2)) = 1 := by
      rw [← Real.exp_add, add_neg_cancel, Real.exp_zero]
    have e2 : exp (-x) = exp (-(x / 2)) * exp (-(x / 2)) := by
      rw [← Real.exp_add]
      congr 1
      ring
    rw [← div_eq_mul_inv, div_eq_div_iff (by positivity) (sub_pos.2 hr).ne', Real.sinh_eq, e2]
    linear_combination -e1
  rw [hf, hv]
  exact h
```

`HasSum` records that the series converges to the stated value. The hypothesis `hx` supplies the ratio condition \(e^{-x}<1\).

The energies of the two modes add, so their Boltzmann factors multiply and the double sum factorises:

\[
Z=\frac1{4\sinh(\beta\Omega_+/2)\sinh(\beta\Omega_-/2)},\qquad
F=\frac1\beta\log\bigl[4\sinh(\beta\Omega_+/2)\sinh(\beta\Omega_-/2)\bigr].
\]

```lean
/-- For stable coupling and positive temperature the Boltzmann sum converges, to a product of one
factor for each normal mode. -/
theorem hasSum_boltzmann {β a b c : ℝ} (hβ : 0 < β) (ha : 0 < a) (hb : 0 < b)
    (hc : |c| < a * b) :
    HasSum (fun n : ℕ × ℕ => exp (-β * level a b c n))
      (1 / (4 * (sinh (β * highMode a b c / 2) * sinh (β * lowMode a b c / 2)))) := by
  have hs := splitting_lt ha hb hc
  have h0 : 0 ≤ splitting a b c := Real.sqrt_nonneg _
  have hp : 0 < highMode a b c := Real.sqrt_pos.2 (by positivity)
  have hm : 0 < lowMode a b c := Real.sqrt_pos.2 (by linarith)
  have h1 := hasSum_oscillator (mul_pos hβ hp)
  have h2 := hasSum_oscillator (mul_pos hβ hm)
  have h := h1.mul h2 (h1.summable.mul_of_nonneg h2.summable
    (fun _ => (exp_pos _).le) (fun _ => (exp_pos _).le))
  have hf : (fun n : ℕ × ℕ => exp (-β * level a b c n)) =
      fun n : ℕ × ℕ => exp (-(β * highMode a b c * (n.1 + 1 / 2))) *
        exp (-(β * lowMode a b c * (n.2 + 1 / 2))) := by
    funext n
    rw [← Real.exp_add, level]
    congr 1
    ring
  have hv : 1 / (4 * (sinh (β * highMode a b c / 2) * sinh (β * lowMode a b c / 2))) =
      1 / (2 * sinh (β * highMode a b c / 2)) * (1 / (2 * sinh (β * lowMode a b c / 2))) := by
    rw [div_mul_div_comm, one_mul]
    congr 1
    ring
  rw [hf, hv]
  exact h
```

The proof multiplies the two single-mode sums, using the non-negativity of their terms to justify summation over pairs. At \(\beta=0\), the limit of infinite temperature, every Boltzmann factor is 1 and the sum diverges.

## A real change in coupling strength: \(|c|<|d|\), or \(c\ne0\)

Now compare two coupling constants, \(c\) and a stronger \(d\), for the same \(a\) and \(b\). Coupling leaves the sum of the squared mode frequencies alone and lowers their product:

\[
\Omega_+^2+\Omega_-^2=2M=a^2+b^2,\qquad
\Omega_+\Omega_-=\sqrt{M^2-S^2}=\sqrt{a^2b^2-c^2}.
\]

What remains is a fact about hyperbolic sines. Suppose that \(p^2+q^2=r^2+s^2\) and \(pq<rs\). Then \((p+q)^2<(r+s)^2\) and \((r-s)^2<(p-q)^2\). Since \(\cosh\) increases with the absolute value of its argument,

\[
\cosh(p+q)<\cosh(r+s),\qquad \cosh(r-s)<\cosh(p-q).
\]

Adding these and using \(2\sinh p\sinh q=\cosh(p+q)-\cosh(p-q)\) gives \(\sinh p\sinh q<\sinh r\sinh s\).

```lean
/-- At a fixed sum of squares, lowering the product of two numbers lowers the product of their
hyperbolic sines. -/
theorem sinh_mul_sinh_lt {p q r s : ℝ} (h : p ^ 2 + q ^ 2 = r ^ 2 + s ^ 2)
    (hlt : p * q < r * s) : sinh p * sinh q < sinh r * sinh s := by
  have h1 : cosh (p + q) < cosh (r + s) := Real.cosh_lt_cosh.2 (sq_lt_sq.1 (by nlinarith))
  have h2 : cosh (r - s) < cosh (p - q) := Real.cosh_lt_cosh.2 (sq_lt_sq.1 (by nlinarith))
  rw [Real.cosh_add, Real.cosh_add] at h1
  rw [Real.cosh_sub, Real.cosh_sub] at h2
  linarith
```

The Lean proof takes the same route: `h1` and `h2` are the two \(\cosh\) inequalities, the addition formulas expand them, and `linarith` adds them.

Take \(p,q\) to be \(\beta\Omega_\pm/2\) at coupling \(d\), and \(r,s\) the same quantities at coupling \(c\). The product of hyperbolic sines is smaller at \(d\), so \(Z\) is larger and \(F\) is lower.

```lean
/-- At every positive temperature the free energy of two oscillators falls strictly as the
strength of their bilinear coupling grows within the stable range. -/
theorem freeEnergy_lt_of_stronger_coupling {β a b c d : ℝ} (hβ : 0 < β) (ha : 0 < a)
    (hb : 0 < b) (hcd : |c| < |d|) (hd : |d| < a * b) :
    freeEnergy β a b d < freeEnergy β a b c := by
  have hc := hcd.trans hd
  -- the sum of squared mode frequencies does not depend on the coupling
  have hsum : ∀ e : ℝ, |e| < a * b →
      highMode a b e ^ 2 + lowMode a b e ^ 2 = a ^ 2 + b ^ 2 := by
    intro e he
    have hs := splitting_lt ha hb he
    have h0 : 0 ≤ splitting a b e := Real.sqrt_nonneg _
    rw [highMode, lowMode, Real.sq_sqrt (by positivity), Real.sq_sqrt (by linarith)]
    ring
  -- their product does
  have hprod : ∀ e : ℝ, highMode a b e * lowMode a b e = √((a * b) ^ 2 - e ^ 2) := by
    intro e
    have h0 : 0 ≤ splitting a b e := Real.sqrt_nonneg _
    have hS : splitting a b e ^ 2 = ((a ^ 2 - b ^ 2) / 2) ^ 2 + e ^ 2 :=
      Real.sq_sqrt (by positivity)
    rw [highMode, lowMode, ← Real.sqrt_mul (by positivity)]
    congr 1
    linear_combination -hS
  have hlt : highMode a b d * lowMode a b d < highMode a b c * lowMode a b c := by
    have h1 : d ^ 2 < (a * b) ^ 2 := sq_lt_sq.2 (by rwa [abs_of_pos (mul_pos ha hb)])
    have h2 : c ^ 2 < d ^ 2 := sq_lt_sq.2 hcd
    rw [hprod, hprod]
    exact Real.sqrt_lt_sqrt (by linarith) (by linarith)
  have hsinh := sinh_mul_sinh_lt
    (p := β * highMode a b d / 2) (q := β * lowMode a b d / 2)
    (r := β * highMode a b c / 2) (s := β * lowMode a b c / 2)
    (by linear_combination β ^ 2 / 4 * (hsum d hd) - β ^ 2 / 4 * (hsum c hc))
    (by
      have := mul_lt_mul_of_pos_left hlt (show 0 < β ^ 2 / 4 by positivity)
      linarith)
  have hs := splitting_lt ha hb hd
  have h0 : 0 ≤ splitting a b d := Real.sqrt_nonneg _
  have hp : 0 < highMode a b d := Real.sqrt_pos.2 (by positivity)
  have hm : 0 < lowMode a b d := Real.sqrt_pos.2 (by linarith)
  have s1 : 0 < sinh (β * highMode a b d / 2) := Real.sinh_pos_iff.2 (by positivity)
  have s2 : 0 < sinh (β * lowMode a b d / 2) := Real.sinh_pos_iff.2 (by positivity)
  have hpos := mul_pos s1 s2
  rw [freeEnergy, freeEnergy, partitionFunction, partitionFunction,
    (hasSum_boltzmann hβ ha hb hd).tsum_eq, (hasSum_boltzmann hβ ha hb hc).tsum_eq]
  refine div_lt_div_of_pos_right (neg_lt_neg (Real.log_lt_log ?_ ?_)) hβ
  · exact one_div_pos.2 (by linarith)
  · exact one_div_lt_one_div_of_lt (by linarith) (by linarith)
```

In words, for \(\beta,a,b>0\) and \(|c|<|d|<ab\), the free energy at coupling \(d\) is strictly below that at coupling \(c\). In the proof, `hsum` and `hprod` are the two frequency identities, and `hlt` uses \(|c|<|d|\) to show that the product of the frequencies is smaller at \(d\). The last lines insert the closed form of \(Z\) and use the monotonicity of the reciprocal and the logarithm.

Comparison with the uncoupled pair is the case in which the weaker coupling is zero.

```lean
/-- Any nonzero stable bilinear coupling lowers the free energy of two quantum oscillators,
identical or not, at every positive temperature. -/
theorem coupling_lowers_freeEnergy {β a b c : ℝ} (hβ : 0 < β) (ha : 0 < a) (hb : 0 < b)
    (hc0 : c ≠ 0) (hc : |c| < a * b) : freeEnergy β a b c < freeEnergy β a b 0 :=
  freeEnergy_lt_of_stronger_coupling hβ ha hb (by rw [abs_zero]; exact abs_pos.2 hc0) hc
```

If the two strengths are equal, \(S\) is the same for both and so is the free energy; strict lowering therefore fails at \(c=0\). The sign of the coupling has no effect on \(F\).

In coupled-oscillator models of dispersion, \(x\) and \(y\) are proportional to the fluctuating dipoles and, for point dipoles, \(|c|\) grows as the molecules approach at any fixed orientation for which the coupling is not zero. Within the stable range, the result then means that two one-dimensional harmonic dipoles with instantaneous coupling attract each other at every positive temperature: their free energy, which includes the zero-point energy, falls as they approach.

## Identical oscillators: \(a=b=w\)

For equal frequencies \(\Delta=0\) and \(S=|c|\), so the modes have frequencies \(\sqrt{w^2+c}\) and \(\sqrt{w^2-c}\), and stability reads \(|c|<w^2\).

```lean
/-- For identical oscillators of frequency `w` with stable coupling, at every positive temperature,
the partition function is given by the mode frequencies `√(w² + c)` and `√(w² - c)`. -/
theorem partitionFunction_identical {β w c : ℝ} (hβ : 0 < β) (hw : 0 < w)
    (hc : |c| < w ^ 2) : partitionFunction β w w c =
      1 / (4 * (sinh (β * √(w ^ 2 + c) / 2) * sinh (β * √(w ^ 2 - c) / 2))) := by
  have hS : splitting w w c = |c| := by
    rw [splitting, ← Real.sqrt_sq_eq_abs]
    congr 1
    ring
  have hW : (w ^ 2 + w ^ 2) / 2 = w ^ 2 := by ring
  rw [partitionFunction, (hasSum_boltzmann hβ hw hw (by rwa [← pow_two])).tsum_eq,
    highMode, lowMode, hS, hW]
  rcases abs_choice c with h | h
  · rw [h]
  · rw [h, sub_neg_eq_add, ← sub_eq_add_neg, mul_comm (sinh _) (sinh _)]
```

The sign of \(c\) decides which of the two is the higher mode. The proof treats both signs and exchanges the factors when \(c\) is negative.

The comparison with \(c=0\) becomes an explicit inequality:

\[
\sinh\frac{\beta\sqrt{w^2+c}}2\,\sinh\frac{\beta\sqrt{w^2-c}}2<\sinh^2\frac{\beta w}2 .
\]

For a direct derivation, let \(f=\sqrt{w^2+c}\) and \(g=\sqrt{w^2-c}\). They differ because \(c\ne0\), so \((f-g)^2>0\) gives \(2fg<f^2+g^2=2w^2\). The lemma on hyperbolic sines applies with \(p=\beta f/2\), \(q=\beta g/2\) and \(r=s=\beta w/2\).

```lean
/-- The inequality behind the lowering for identical oscillators: a nonzero stable coupling reduces
the product of the hyperbolic sines of the two modes at every positive temperature. -/
theorem sinh_modes_lt {β w c : ℝ} (hβ : 0 < β) (hc0 : c ≠ 0) (hc : |c| < w ^ 2) :
    sinh (β * √(w ^ 2 + c) / 2) * sinh (β * √(w ^ 2 - c) / 2) < sinh (β * w / 2) ^ 2 := by
  obtain ⟨h1, h2⟩ := abs_lt.1 hc
  have hu : √(w ^ 2 + c) ^ 2 = w ^ 2 + c := Real.sq_sqrt (by linarith)
  have hv : √(w ^ 2 - c) ^ 2 = w ^ 2 - c := Real.sq_sqrt (by linarith)
  have hne : √(w ^ 2 + c) - √(w ^ 2 - c) ≠ 0 := by
    intro h
    rw [sub_eq_zero.1 h] at hu
    exact hc0 (by linarith)
  -- the geometric mean of the squared frequencies is below their arithmetic mean
  have hlt : √(w ^ 2 + c) * √(w ^ 2 - c) < w ^ 2 := by
    have := pow_pos (abs_pos.2 hne) 2
    rw [sq_abs] at this
    nlinarith
  have hm := mul_lt_mul_of_pos_left hlt (show 0 < β ^ 2 / 4 by positivity)
  rw [pow_two (sinh _)]
  exact sinh_mul_sinh_lt (by linear_combination β ^ 2 / 4 * hu + β ^ 2 / 4 * hv) (by linarith)

end

end CoupledQuantumOscillators
```

`hne` is the statement \(f\ne g\), and `hlt` is \(fg<w^2\). The theorem does not assume \(w>0\), since the right-hand side is even in \(w\). Both sides are even in \(\beta\) too, so the inequality needs only \(\beta\ne0\); at \(\beta=0\) both sides vanish.

```lean
#print axioms CoupledQuantumOscillators.normal_modes
#print axioms CoupledQuantumOscillators.coupling_lowers_freeEnergy
#print axioms CoupledQuantumOscillators.partitionFunction_identical
#print axioms CoupledQuantumOscillators.sinh_modes_lt
```

```
'CoupledQuantumOscillators.normal_modes' depends on axioms: [propext, Classical.choice, Quot.sound]
'CoupledQuantumOscillators.coupling_lowers_freeEnergy' depends on axioms: [propext, Classical.choice, Quot.sound]
'CoupledQuantumOscillators.partitionFunction_identical' depends on axioms: [propext, Classical.choice, Quot.sound]
'CoupledQuantumOscillators.sinh_modes_lt' depends on axioms: [propext, Classical.choice, Quot.sound]
```

## The zero-point energy also falls

The same two frequency identities settle the ground state. The zero-point energy is \(E_0=(\Omega_++\Omega_-)/2\), and

\[
(\Omega_++\Omega_-)^2=a^2+b^2+2\sqrt{a^2b^2-c^2},
\]

which decreases strictly as \(|c|\) grows within the stable range. For identical oscillators and weak coupling, the shift is \(-c^2/(8w^3)\) to leading order. A dipole coupling \(c\propto R^{-3}\) at separation \(R\) turns this into the familiar \(R^{-6}\) attraction. This zero-temperature argument is given in prose alone.
